# For an absolutely summable one-dimensional self-energy, the Wannier interpolation error is at most twice the weight beyond the mesh range

Take a self-energy with one matrix element, $s(1)=1$, so that $S(k)=e^{ik}$, and sample it only at $k=0$. The single sample is $1$, and the interpolant built from it is the constant $1$. The mesh cannot distinguish $R=1$ from $R=0$, so the wave has been folded onto the wrong lattice vector. The error $|1-e^{ik}|$ vanishes at $k=0$ and reaches $2$ at $k=\pi$, which is twice the weight that was out of range. On its own $e^{ik}$ is a test function, not a physical retarded self-energy, because its imaginary part $\sin k$ takes both signs. Adding the on-site term $s(0)=-i$ makes the imaginary part nonpositive and leaves the error unchanged.

In general, let $S(k)=\sum_{R\in\mathbb Z}e^{ikR}s(R)$ be a self-energy at fixed frequency, let $N=2M+1$ with $M\ge 0$, and sample at $k_j=2\pi j/N$ for $j=0,\dots,N-1$. The interpolant $I_MS$ keeps the lattice vectors $|r|\le M$:

$$I_MS(k)=\sum_{r=-M}^{M}e^{ikr}\,\frac1N\sum_{j=0}^{N-1}e^{-ik_jr}S(k_j).$$

The bound concerns interpolation of a GW self-energy from a coarse momentum mesh, for a one-dimensional lattice with exact samples in a fixed Wannier basis. It does not cover the GW calculation itself, the construction of the Wannier functions or the resulting quasiparticle energies.

## An odd uniform mesh matched to the range of lattice vectors

The values $s(R)$ lie in a complex normed space `E`: numbers, or matrices with a chosen norm.

```lean
import Mathlib

open Real

namespace WannierInterpolationError

noncomputable section

variable {E : Type*} [NormedAddCommGroup E] [NormedSpace ℂ E]
```

`phase k R` is $e^{ikR}$, and `selfEnergy s` is $S$.

```lean
/-- The Bloch phase `exp(ikR)` of the lattice vector `R` at crystal momentum `k`. -/
def phase (k : ℝ) (R : ℤ) : ℂ := Complex.exp (((k * R : ℝ) : ℂ) * Complex.I)

/-- The self-energy `S(k) = ∑ exp(ikR) s(R)` at a fixed frequency; `s(R)` may be a number
or a matrix in the Wannier basis. -/
def selfEnergy (s : ℤ → E) (k : ℝ) : E := ∑' R : ℤ, phase k R • s R
```

The mesh enters through definitions, not as a hypothesis of the theorems. `wannierCoeff` and `interpolant` use only the values of their argument at the mesh points.

```lean
/-- The point `2πj/(2M+1)` of the uniform momentum mesh. -/
def mesh (M j : ℕ) : ℝ := 2 * π * j / (2 * M + 1)

/-- The real-space coefficient at `R` computed from the samples of `f` on the mesh. -/
def wannierCoeff (M : ℕ) (f : ℝ → E) (R : ℤ) : E :=
  (2 * (M : ℂ) + 1)⁻¹ •
    ∑ j ∈ Finset.range (2 * M + 1), phase (mesh M j) (-R) • f (mesh M j)

/-- The Wannier interpolant of `f`, with lattice vectors `-M ≤ R ≤ M`. -/
def interpolant (M : ℕ) (f : ℝ → E) (k : ℝ) : E :=
  ∑ R ∈ Finset.Icc (-(M : ℤ)) M, phase k R • wannierCoeff M f R
```

Physically, $N$ mesh points correspond to a periodic supercell of $N$ cells. Each $R$ has one representative $\operatorname{fold}(R)=((R+M)\bmod N)-M$ in $[-M,M]$. The weight outside that range is $\tau_M=\sum_{|R|>M}\|s(R)\|$, called `truncationTail`.

```lean
/-- The lattice vector `R` folded back into the supercell `-M, ..., M`. -/
def fold (M : ℕ) (R : ℤ) : ℤ := (R + M) % (2 * M + 1) - M

/-- The total weight of the self-energy beyond the range `M` if that sum converges, and zero by
convention otherwise. -/
def truncationTail (M : ℕ) (s : ℤ → E) : ℝ :=
  ∑' R : ℤ, if M < R.natAbs then ‖s R‖ else 0
```

By hand, the uniform spacing of the mesh is used in the orthogonality relation. For an integer $D$, put $\omega=e^{2\pi iD/N}$. If $N$ divides $D$, every phase $e^{ik_jD}=\omega^j$ is $1$ and the sum over $j$ is $N$. Otherwise $\omega\ne1$ but $\omega^N=1$, so

$$\sum_{j=0}^{N-1}\omega^j=\frac{\omega^N-1}{\omega-1}=0.$$

`mesh_orthogonality` follows the same two cases, with `geom_sum_mul` supplying the geometric sum.

```lean
/-- Bloch phases multiply when lattice vectors are added. -/
theorem phase_add (k : ℝ) (R T : ℤ) : phase k (R + T) = phase k R * phase k T := by
  unfold phase
  rw [← Complex.exp_add]
  congr 1
  push_cast
  ring

/-- On the mesh, the phase of every supercell translation is one. -/
theorem phase_mesh_of_dvd (M j : ℕ) {D : ℤ} (h : (2 * (M : ℤ) + 1) ∣ D) :
    phase (mesh M j) D = 1 := by
  obtain ⟨c, rfl⟩ := h
  have hN : 2 * (M : ℂ) + 1 ≠ 0 := by exact_mod_cast (by omega : 2 * M + 1 ≠ 0)
  rw [phase, Complex.exp_eq_one_iff]
  refine ⟨j * c, ?_⟩
  unfold mesh
  push_cast
  field_simp

/-- Discrete orthogonality: the phases of `D` summed over the mesh give `2M+1` if `D` is a
supercell translation and zero otherwise. -/
theorem mesh_orthogonality (M : ℕ) (D : ℤ) :
    ∑ j ∈ Finset.range (2 * M + 1), phase (mesh M j) D =
      if (2 * (M : ℤ) + 1) ∣ D then 2 * (M : ℂ) + 1 else 0 := by
  have hN : 2 * (M : ℂ) + 1 ≠ 0 := by exact_mod_cast (by omega : 2 * M + 1 ≠ 0)
  split_ifs with h
  · rw [Finset.sum_congr rfl fun j _ => phase_mesh_of_dvd M j h]
    simp
  · -- the phases are the powers of a root of unity different from one
    have hpow : ∀ j : ℕ, phase (mesh M j) D = phase (mesh M 1) D ^ j := by
      intro j
      unfold phase mesh
      rw [← Complex.exp_nat_mul]
      congr 1
      push_cast
      ring
    have hone : phase (mesh M 1) D ^ (2 * M + 1) = 1 := by
      rw [phase, ← Complex.exp_nat_mul, Complex.exp_eq_one_iff]
      refine ⟨D, ?_⟩
      unfold mesh
      push_cast
      field_simp
    have hne : phase (mesh M 1) D - 1 ≠ 0 := by
      intro h1
      have h2 := sub_eq_zero.1 h1
      rw [phase, Complex.exp_eq_one_iff] at h2
      obtain ⟨n, hn⟩ := h2
      have hn' : 2 * (π : ℂ) / (2 * M + 1) * D * Complex.I = n * (2 * π * Complex.I) := by
        rw [← hn]
        unfold mesh
        push_cast
        ring
      have h3 : (D : ℂ) = (2 * M + 1) * n := by
        apply mul_left_cancel₀ Complex.two_pi_I_ne_zero
        calc 2 * (π : ℂ) * Complex.I * D
            = (2 * M + 1) * (2 * (π : ℂ) / (2 * M + 1) * D * Complex.I) := by field_simp
          _ = _ := by rw [hn']; ring
      exact h ⟨n, by exact_mod_cast h3⟩
    have hg := geom_sum_mul (phase (mesh M 1) D) (2 * M + 1)
    rw [hone, sub_self] at hg
    rw [Finset.sum_congr rfl fun j _ => hpow j]
    exact (mul_eq_zero.1 hg).resolve_right hne
```

For a plane wave $e^{ikR}v$, the coefficient at $r$ is

$$\frac1N\sum_{j=0}^{N-1}e^{ik_j(R-r)}v=\begin{cases}v,&N\mid R-r,\\0,&\text{otherwise.}\end{cases}$$

Exactly one $r$ in $[-M,M]$ satisfies the condition, namely $\operatorname{fold}(R)$, as `fold_eq_iff` shows. The interpolant is therefore $e^{ik\operatorname{fold}(R)}v$. In `interpolant_planeWave`, `hc` computes the coefficients and `Finset.sum_eq_single` selects the surviving one.

```lean
/-- The folded vector is the only one in `-M, ..., M` that differs from `R` by a supercell
translation. -/
theorem fold_eq_iff (M : ℕ) (R r : ℤ) :
    fold M R = r ↔ -(M : ℤ) ≤ r ∧ r ≤ M ∧ (2 * (M : ℤ) + 1) ∣ R - r := by
  have hpos : (0 : ℤ) < 2 * M + 1 := by omega
  unfold fold
  constructor
  · rintro rfl
    have h0 := Int.emod_nonneg (R + M) hpos.ne'
    have h1 := Int.emod_lt_of_pos (R + M) hpos
    have hd := Int.emod_def (R + M) (2 * M + 1)
    exact ⟨by linarith, by linarith, (R + M) / (2 * M + 1), by linear_combination -hd⟩
  · rintro ⟨h2, h3, c, hc⟩
    rw [show R + M = (r + M) + (2 * M + 1) * c by linear_combination hc,
      Int.add_mul_emod_self_left, Int.emod_eq_of_lt (by linarith) (by linarith)]
    ring

/-- Interpolating a single plane wave `exp(ikR) v` gives the plane wave of the folded `R`. -/
theorem interpolant_planeWave (M : ℕ) (R : ℤ) (v : E) (k : ℝ) :
    interpolant M (fun p => phase p R • v) k = phase k (fold M R) • v := by
  have hN : 2 * (M : ℂ) + 1 ≠ 0 := by exact_mod_cast (by omega : 2 * M + 1 ≠ 0)
  have hc : ∀ r : ℤ, wannierCoeff M (fun p => phase p R • v) r =
      if (2 * (M : ℤ) + 1) ∣ R - r then v else 0 := by
    intro r
    have hsum : ∑ j ∈ Finset.range (2 * M + 1),
        phase (mesh M j) (-r) • phase (mesh M j) R • v =
        (∑ j ∈ Finset.range (2 * M + 1), phase (mesh M j) (R - r)) • v := by
      rw [Finset.sum_smul]
      refine Finset.sum_congr rfl fun j _ => ?_
      rw [smul_smul, ← phase_add, show -r + R = R - r by ring]
    simp only [wannierCoeff]
    rw [hsum, mesh_orthogonality]
    split_ifs
    · rw [smul_smul, inv_mul_cancel₀ hN, one_smul]
    · simp
  obtain ⟨h1, h2, h3⟩ := (fold_eq_iff M R _).1 rfl
  simp only [interpolant, hc]
  rw [Finset.sum_eq_single (fold M R), if_pos h3]
  · intro r hr hne
    have hr' := Finset.mem_Icc.1 hr
    rw [if_neg, smul_zero]
    exact fun hd => hne ((fold_eq_iff M R r).2 ⟨hr'.1, hr'.2, hd⟩).symm
  · exact fun h => absurd (Finset.mem_Icc.2 ⟨h1, h2⟩) h
```

If the number of mesh points is not $2M+1$, some $R$ have no representative in $[-M,M]$ or more than one. With an even number $L$ of points, for example, the two boundary vectors $\pm L/2$ have identical phases on the mesh, and the coefficient is assigned to one of them or shared between them by convention.

## Absolutely summable matrix elements in a complete space

The hypothesis `hs : Summable fun R => ‖s R‖` says that the total strength of the nonlocal self-energy is finite. `CompleteSpace E` ensures that an absolutely convergent series has a limit in `E`; numbers and finite matrices satisfy it.

By hand, these assumptions give convergence of $S$ at every $k$. Interpolation is linear in finitely many samples, so it may be applied term by term:

$$I_MS(k)=\sum_R e^{ik\operatorname{fold}(R)}s(R).$$

Collecting terms with the same folded vector $r$ gives the mesh coefficients $\sum_m s(r+mN)$, a regrouping that the Lean file does not state.

The exchange turns on Mathlib's `HasSum f a`, which says that the sums of `f` over finite index sets converge to `a`. Convergence at each sample, `hS`, is carried through the definition of the interpolant: `HasSum.const_smul` handles the three scalar factors and `hasSum_sum` the two finite sums. The limit is then already the interpolant of $S$, and `interpolant_planeWave` rewrites each term.

```lean
/-- The interpolated self-energy is the original lattice sum with every lattice vector in the
phase replaced by its folded image. -/
theorem hasSum_interpolant [CompleteSpace E] (M : ℕ) {s : ℤ → E}
    (hs : Summable fun R => ‖s R‖) (k : ℝ) :
    HasSum (fun R => phase k (fold M R) • s R) (interpolant M (selfEnergy s) k) := by
  have hS : ∀ p, HasSum (fun R => phase p R • s R) (selfEnergy s p) := by
    intro p
    refine Summable.hasSum (Summable.of_norm ?_)
    simpa only [norm_smul, phase, Complex.norm_exp_ofReal_mul_I, one_mul] using hs
  have h : HasSum (fun R => interpolant M (fun p => phase p R • s R) k)
      (interpolant M (selfEnergy s) k) := by
    simp only [interpolant, wannierCoeff]
    exact hasSum_sum fun r _ => HasSum.const_smul _ (HasSum.const_smul _
      (hasSum_sum fun j _ => HasSum.const_smul _ (hS _)))
  simpa only [interpolant_planeWave] using h
```

At a mesh point, $\operatorname{fold}(R)$ and $R$ differ by a multiple of $N$, so their phases agree and the interpolant is exact.

```lean
/-- The interpolant reproduces the self-energy exactly at every mesh point. -/
theorem interpolant_mesh [CompleteSpace E] (M j : ℕ) {s : ℤ → E}
    (hs : Summable fun R => ‖s R‖) :
    interpolant M (selfEnergy s) (mesh M j) = selfEnergy s (mesh M j) := by
  rw [← (hasSum_interpolant M hs (mesh M j)).tsum_eq]
  unfold selfEnergy
  refine tsum_congr fun R => ?_
  have h := phase_add (mesh M j) (fold M R) (R - fold M R)
  rw [phase_mesh_of_dvd M j ((fold_eq_iff M R _).1 rfl).2.2, mul_one,
    add_sub_cancel] at h
  rw [h]
```

At any other $k$, subtract the two series:

$$I_MS(k)-S(k)=\sum_R\left(e^{ik\operatorname{fold}(R)}-e^{ikR}\right)s(R).$$

If $|R|\le M$, then $\operatorname{fold}(R)=R$ and the term vanishes. Otherwise its norm is at most $2\|s(R)\|$, since both phases have modulus one. Hence $\|I_MS(k)-S(k)\|\le2\tau_M$ for every real $k$. In the proof, `key` is this termwise estimate and `tsum_of_norm_bounded` sums it.

```lean
/-- At every momentum the Wannier interpolation error is at most twice the weight of the
self-energy beyond the range `M`. -/
theorem interpolation_error [CompleteSpace E] (M : ℕ) {s : ℤ → E}
    (hs : Summable fun R => ‖s R‖) (k : ℝ) :
    ‖interpolant M (selfEnergy s) k - selfEnergy s k‖ ≤ 2 * truncationTail M s := by
  have hp : ∀ R, ‖phase k R‖ = 1 := fun R => Complex.norm_exp_ofReal_mul_I _
  have hS : HasSum (fun R => phase k R • s R) (selfEnergy s k) := by
    refine Summable.hasSum (Summable.of_norm ?_)
    simpa only [norm_smul, hp, one_mul] using hs
  have ht : Summable fun R : ℤ => if M < R.natAbs then ‖s R‖ else 0 := by
    refine Summable.of_nonneg_of_le (fun R => ?_) (fun R => ?_) hs
    · split_ifs <;> simp
    · split_ifs <;> simp
  -- short-range terms cancel, long-range terms cost at most twice their norm
  have key : ∀ R : ℤ, ‖phase k (fold M R) • s R - phase k R • s R‖ ≤
      2 * (if M < R.natAbs then ‖s R‖ else 0) := by
    intro R
    split_ifs with h
    · calc _ ≤ ‖phase k (fold M R) • s R‖ + ‖phase k R • s R‖ := norm_sub_le _ _
        _ = 2 * ‖s R‖ := by rw [norm_smul, norm_smul, hp, hp]; ring
    · rw [(fold_eq_iff M R R).2 ⟨by omega, by omega, by simp⟩]
      simp
  rw [← ((hasSum_interpolant M hs k).sub hS).tsum_eq]
  unfold truncationTail
  exact tsum_of_norm_bounded (ht.hasSum.mul_left 2) key
```

Without absolute summability the sum $\tau_M$ is infinite and the estimate gives no control; Lean's `truncationTail` is then zero by convention and no longer represents the weight. A self-energy with a jump in $k$ is such a case, because an absolutely summable series is continuous in $k$.

## Exponential decay in real space

The last hypothesis is $\|s(R)\|\le Cq^{|R|}$ with $0\le q<1$. It stands for a short-ranged self-energy with decay length at most $1/|\ln q|$ in lattice units when $q>0$; at $q=0$ only the on-site term remains. The decay is assumed, not derived from a gap or from temperature.

It implies absolute summability, and the two directions of the lattice contribute equally to the bound on the tail:

$$\tau_M\le2\sum_{n=M+1}^{\infty}Cq^n=\frac{2Cq^{M+1}}{1-q}.$$

Doubling gives the error bound $4Cq^{M+1}/(1-q)$. In Lean, `shifted` sums a geometric series from a later starting index, and `HasSum.of_nat_of_neg_add_one` joins the nonnegative and negative halves of $\mathbb Z$.

```lean
/-- For a self-energy bounded by `C q^|R|` with `0 ≤ q < 1`, the interpolation error is at most `4 C
q^(M+1) / (1-q)` at every momentum. -/
theorem interpolation_error_exponential [CompleteSpace E] (M : ℕ) {s : ℤ → E} {C q : ℝ}
    (hq0 : 0 ≤ q) (hq1 : q < 1) (hs : ∀ R, ‖s R‖ ≤ C * q ^ R.natAbs) (k : ℝ) :
    ‖interpolant M (selfEnergy s) k - selfEnergy s k‖ ≤ 4 * C * q ^ (M + 1) / (1 - q) := by
  have geo := hasSum_geometric_of_lt_one hq0 hq1
  -- a geometric series that starts at the index K
  have shifted : ∀ (F : ℕ → ℝ) (K : ℕ) (A : ℝ), (∀ n < K, F n = 0) →
      (∀ n, F (n + K) = A * q ^ n) → HasSum F (A * (1 - q)⁻¹) := by
    intro F K A h0 h1
    have e : HasSum (fun n => F (n + K)) (A * (1 - q)⁻¹) := by
      simp only [h1]
      exact geo.mul_left A
    have h := (hasSum_nat_add_iff (f := F) K).1 e
    rwa [Finset.sum_eq_zero fun i hi => h0 i (Finset.mem_range.1 hi), add_zero] at h
  have hneg : ∀ n : ℕ, (-((n : ℤ) + 1)).natAbs = n + 1 := fun n => by omega
  have hall : Summable fun R : ℤ => C * q ^ R.natAbs := by
    refine (HasSum.of_nat_of_neg_add_one (shifted _ 0 C (by simp) fun n => ?_)
      (shifted _ 0 (C * q) (by simp) fun n => ?_)).summable
    · simp
    · simp only [hneg, add_zero]
      ring
  have hsum : Summable fun R => ‖s R‖ :=
    Summable.of_nonneg_of_le (fun R => norm_nonneg _) hs hall
  have htail : HasSum (fun R : ℤ => if M < R.natAbs then C * q ^ R.natAbs else 0)
      (C * q ^ (M + 1) * (1 - q)⁻¹ + C * q ^ (M + 1) * (1 - q)⁻¹) := by
    refine HasSum.of_nat_of_neg_add_one (shifted _ (M + 1) _ (fun n hn => ?_) fun n => ?_)
      (shifted _ M _ (fun n hn => ?_) fun n => ?_)
    · simp only [Int.natAbs_natCast]
      exact if_neg (by omega)
    · simp only [Int.natAbs_natCast]
      rw [if_pos (by omega)]
      ring
    · simp only [hneg]
      exact if_neg (by omega)
    · simp only [hneg]
      rw [if_pos (by omega)]
      ring
  have ht : Summable fun R : ℤ => if M < R.natAbs then ‖s R‖ else 0 := by
    refine Summable.of_nonneg_of_le (fun R => ?_) (fun R => ?_) hsum
    · split_ifs <;> simp
    · split_ifs <;> simp
  have hle : truncationTail M s ≤
      C * q ^ (M + 1) * (1 - q)⁻¹ + C * q ^ (M + 1) * (1 - q)⁻¹ := by
    refine hasSum_le (fun R => ?_) ht.hasSum htail
    split_ifs
    · exact hs R
    · exact le_refl _
  calc _ ≤ 2 * truncationTail M s := interpolation_error M hsum k
    _ ≤ 2 * (C * q ^ (M + 1) * (1 - q)⁻¹ + C * q ^ (M + 1) * (1 - q)⁻¹) := by gcongr
    _ = _ := by rw [div_eq_mul_inv]; ring
```

At $q=1$ the hypothesis would allow constant matrix elements at all distances, and summability would no longer follow. For slower but summable decay, such as a power law $|R|^{-2}$, the bound $2\tau_M$ still applies.

## A single matrix element that attains the factor two

The opening example extends to every $M$. Put one unit element at $R=M+1$, so $\tau_M=1$. It folds to $-M$, a shift of $N$, and at $k=\pi/N$ the true and folded waves differ by $e^{i\pi}=-1$. The error is exactly $2$, so no smaller constant works in the general tail bound. As in the opening example, an on-site term $-i$ would make the imaginary part nonpositive without changing the tail or the error. The proof obtains the antiphase as `hanti`.

```lean
/-- The factor two is sharp: for a single unit term at `R = M+1` the weight beyond `M` is one,
and the error at `k = π/(2M+1)` is two. -/
theorem interpolation_error_sharp (M : ℕ) :
    truncationTail M (Pi.single ((M : ℤ) + 1) (1 : ℂ)) = 1 ∧
    ‖interpolant M (selfEnergy (Pi.single ((M : ℤ) + 1) (1 : ℂ))) (π / (2 * M + 1)) -
      selfEnergy (Pi.single ((M : ℤ) + 1) (1 : ℂ)) (π / (2 * M + 1))‖ = 2 := by
  constructor
  · unfold truncationTail
    rw [tsum_eq_single ((M : ℤ) + 1), if_pos (by omega), Pi.single_eq_same, norm_one]
    intro R hR
    rw [Pi.single_eq_of_ne hR, norm_zero, ite_self]
  · have hS : selfEnergy (Pi.single ((M : ℤ) + 1) (1 : ℂ)) =
        fun p => phase p ((M : ℤ) + 1) • (1 : ℂ) := by
      funext p
      unfold selfEnergy
      rw [tsum_eq_single ((M : ℤ) + 1), Pi.single_eq_same]
      intro R hR
      rw [Pi.single_eq_of_ne hR, smul_zero]
    have hf : fold M ((M : ℤ) + 1) = -(M : ℤ) :=
      (fold_eq_iff M _ _).2 ⟨le_refl _, by omega, 1, by ring⟩
    have hR : 2 * (M : ℝ) + 1 ≠ 0 := by positivity
    -- the true and the folded wave are in antiphase at this momentum
    have hanti : phase (π / (2 * M + 1)) (2 * (M : ℤ) + 1) = -1 := by
      have harg : π / (2 * (M : ℝ) + 1) * ((2 * (M : ℤ) + 1 : ℤ) : ℝ) = π := by
        push_cast
        field_simp
      rw [phase, harg, Complex.exp_pi_mul_I]
    have hsplit := phase_add (π / (2 * M + 1)) (-(M : ℤ)) (2 * (M : ℤ) + 1)
    rw [hanti, show -(M : ℤ) + (2 * (M : ℤ) + 1) = (M : ℤ) + 1 by ring] at hsplit
    have hp : ‖phase (π / (2 * M + 1)) (-(M : ℤ))‖ = 1 := Complex.norm_exp_ofReal_mul_I _
    rw [hS, interpolant_planeWave, hf]
    simp only [smul_eq_mul, mul_one]
    rw [hsplit, show ∀ z : ℂ, z - z * -1 = z * 2 from fun z => by ring, norm_mul, hp]
    norm_num

end

end WannierInterpolationError
```

```lean
#print axioms WannierInterpolationError.interpolant_mesh
#print axioms WannierInterpolationError.interpolation_error
#print axioms WannierInterpolationError.interpolation_error_exponential
#print axioms WannierInterpolationError.interpolation_error_sharp
```

```
'WannierInterpolationError.interpolant_mesh' depends on axioms: [propext, Classical.choice, Quot.sound]
'WannierInterpolationError.interpolation_error' depends on axioms: [propext, Classical.choice, Quot.sound]
'WannierInterpolationError.interpolation_error_exponential' depends on axioms: [propext, Classical.choice, Quot.sound]
'WannierInterpolationError.interpolation_error_sharp' depends on axioms: [propext, Classical.choice, Quot.sound]
```
